# Linear and exponential switching of the permittivity give different potential drops across the same planar layer at equal non-zero displacement field

Suppose two continuum-solvent calculations use the same bulk permittivity and the same interface width, but different continuous switching functions. If the switching function is treated as a cosmetic choice, a resulting difference in interfacial potential may be attributed to something else. For a planar layer without free charge, the difference between two simple model profiles can be computed exactly.

## Two integrals and their ratio

Let the layer occupy $0\le x\le w$ with $w>0$, and let the relative permittivity $\varepsilon(x)$ rise from 1 to the bulk value $e_0>1$. In units with vacuum permittivity one, Gauss's law without free charge makes the displacement field $D=-\varepsilon\varphi'$ constant, where $\varphi$ is the potential. Hence $\varphi'=-D/\varepsilon$, and
$$\varphi(0)-\varphi(w)=D\int_0^w\frac{dx}{\varepsilon(x)}.$$

For the linear profile $\varepsilon=1+(e_0-1)x/w$, substitute $u=\varepsilon(x)$:
$$I_{\rm lin}=\frac{w}{e_0-1}\int_1^{e_0}\frac{du}{u}=\frac{w\ln e_0}{e_0-1}.$$

For the exponential profile $\varepsilon=e_0^{x/w}$, write $L=\ln e_0$:
$$I_{\rm exp}=\int_0^w e^{-Lx/w}\,dx=\frac{w}{L}\left(1-e^{-L}\right)=\frac{w(1-1/e_0)}{\ln e_0}.$$

The width cancels in the ratio:
$$\frac{I_{\rm exp}}{I_{\rm lin}}=\frac{(1-1/e_0)(e_0-1)}{L^2}=\frac{(e^{L/2}-e^{-L/2})^2}{L^2}=\left(\frac{\sinh y}{y}\right)^2,\qquad y=\frac L2.$$

Since $\sinh y-y$ vanishes at $y=0$ and has derivative $\cosh y-1>0$ for $y>0$, the ratio exceeds 1. The exponential profile therefore gives the larger drop in magnitude for either sign of $D\neq0$.

For large $e_0$, use $e^y\ge1+y+y^2/2$ and $e^{-y}\le1$. They give $\sinh y\ge y^2/4$, so $\sinh y/y\ge y/4$ and the ratio grows without bound. In the opposite limit, $e_0\to1$, it behaves as $1+L^2/12$ and both integrals tend to $w$; this small-contrast expansion is a side remark that the code below does not treat.

## Profiles and Gauss's law in Lean

The number `e0` is the bulk relative permittivity, not the vacuum permittivity.

```lean
import Mathlib

open Set Filter

namespace DielectricInterface

noncomputable section

/-- Permittivity rising linearly from 1 at `x = 0` to `e0` at `x = w`, for `e0 > 1` and a width
`w > 0`. -/
def linEps (e0 w x : ℝ) : ℝ := 1 + (e0 - 1) * x / w

/-- Permittivity rising exponentially from 1 at `x = 0` to `e0` at `x = w`, for `e0 > 1` and a width
`w > 0`. -/
def expEps (e0 w x : ℝ) : ℝ := e0 ^ (x / w)
```

The reciprocal permittivity enters as an actual integral, not as a postulated formula.

```lean
/-- The integral of the reciprocal permittivity across the layer from 0 to `w`,
for a permittivity that is continuous and non-zero there. -/
def invInt (ε : ℝ → ℝ) (w : ℝ) : ℝ := ∫ x in (0 : ℝ)..w, 1 / ε x
```

A potential must satisfy Gauss's law inside the layer and be continuous up to its faces. Without that continuity, the end values would be unrelated to the field between them.

```lean
/-- Gauss's law in a planar layer without free charge: the potential `φ` is continuous on the
layer, and inside it the displacement field `-ε φ'` has the constant value `D`
(units with vacuum permittivity one). -/
def IsPotential (ε φ : ℝ → ℝ) (w D : ℝ) : Prop :=
  ContinuousOn φ (Icc 0 w) ∧
    ∀ x ∈ Ioo 0 w, DifferentiableAt ℝ φ x ∧ -(ε x * deriv φ x) = D
```

The model is one-dimensional, with a local, linear, scalar permittivity and a prescribed $D$. Curved cavities, ions inside the layer and a self-consistent response of $D$ lie beyond it.

## From the field to the drop

Here `hder` solves Gauss's law for the slope, `hint` supplies integrability, and the fundamental theorem of calculus gives the drop for any continuous positive permittivity.

```lean
/-- For a continuous positive permittivity, the potential drop across a layer of width `w > 0` is
the displacement field times the integral of the reciprocal permittivity. -/
theorem potential_drop {ε φ : ℝ → ℝ} {w D : ℝ} (hw : 0 < w)
    (hε : ContinuousOn ε (Icc 0 w)) (hpos : ∀ x ∈ Icc 0 w, 0 < ε x)
    (hφ : IsPotential ε φ w D) : φ 0 - φ w = D * invInt ε w := by
  have hint : IntervalIntegrable (fun x => -(D * (1 / ε x))) MeasureTheory.volume 0 w := by
    apply ContinuousOn.intervalIntegrable_of_Icc hw.le
    exact (continuousOn_const.mul
      (continuousOn_const.div hε (fun x hx => (hpos x hx).ne'))).neg
  -- Gauss's law fixes the slope of the potential
  have hder : ∀ x ∈ Ioo 0 w, HasDerivAt φ (-(D * (1 / ε x))) x := by
    intro x hx
    have hp : ε x ≠ 0 := (hpos x (Ioo_subset_Icc_self hx)).ne'
    obtain ⟨hd, hD⟩ := hφ.2 x hx
    have h1 : -(D * (1 / ε x)) = deriv φ x := by
      rw [← hD]
      field_simp
    rw [h1]
    exact hd.hasDerivAt
  have h := intervalIntegral.integral_eq_sub_of_hasDerivAt_of_le hw.le hφ.1 hder hint
  rw [intervalIntegral.integral_neg, intervalIntegral.integral_const_mul] at h
  unfold invInt
  linarith
```

## Explicit potentials

Positivity of the linear profile permits division by it and the use of its logarithm.

```lean
/-- The linear permittivity is positive at every `x ≥ 0` when `e0 > 1` and `w > 0`. -/
theorem linEps_pos {e0 w x : ℝ} (he : 1 < e0) (hw : 0 < w) (hx : 0 ≤ x) :
    0 < linEps e0 w x := by
  have h1 : 0 < e0 - 1 := sub_pos.2 he
  unfold linEps
  positivity
```

The potential $-\frac{Dw}{e_0-1}\ln\varepsilon$ solves the linear case. In the proof, `key` is the chain rule, and `field_simp` cancels the permittivity.

```lean
/-- For `e0 > 1` and `w > 0`, a logarithmic potential solves Gauss's law in the layer with
linear permittivity. -/
theorem linear_potential {e0 w : ℝ} (he : 1 < e0) (hw : 0 < w) (D : ℝ) :
    IsPotential (linEps e0 w)
      (fun x => -(D * w / (e0 - 1)) * Real.log (linEps e0 w x)) w D := by
  have h1 : e0 - 1 ≠ 0 := (sub_pos.2 he).ne'
  have hw0 : w ≠ 0 := hw.ne'
  have key : ∀ x ∈ Icc 0 w, HasDerivAt
      (fun x => -(D * w / (e0 - 1)) * Real.log (linEps e0 w x))
      (-(D * w / (e0 - 1)) * ((e0 - 1) / w / linEps e0 w x)) x := by
    intro x hx
    have h : HasDerivAt (linEps e0 w) ((e0 - 1) / w) x := by
      have h' := (((hasDerivAt_id' x).const_mul (e0 - 1)).div_const w).const_add 1
      rw [mul_one] at h'
      exact h'
    exact (h.log (linEps_pos he hw hx.1).ne').const_mul _
  refine ⟨fun x hx => (key x hx).continuousAt.continuousWithinAt, fun x hx => ?_⟩
  have h := key x (Ioo_subset_Icc_self hx)
  have hp : linEps e0 w x ≠ 0 := (linEps_pos he hw hx.1.le).ne'
  refine ⟨h.differentiableAt, ?_⟩
  rw [h.deriv]
  field_simp
```

For the exponential profile the potential is $Dw/(L\varepsilon)$. The equation `hfun` rewrites the real power as an exponential before differentiation.

```lean
/-- For `e0 > 1` and `w > 0`, a potential proportional to the reciprocal permittivity solves
Gauss's law in the layer with exponential permittivity. -/
theorem exponential_potential {e0 w : ℝ} (he : 1 < e0) (hw : 0 < w) (D : ℝ) :
    IsPotential (expEps e0 w)
      (fun x => D * w / Real.log e0 * (expEps e0 w x)⁻¹) w D := by
  have he0 : 0 < e0 := by linarith
  have hL : Real.log e0 ≠ 0 := (Real.log_pos he).ne'
  have hw0 : w ≠ 0 := hw.ne'
  have hp : ∀ x, expEps e0 w x ≠ 0 := fun x => (Real.rpow_pos_of_pos he0 _).ne'
  have hfun : expEps e0 w = fun x => Real.exp (Real.log e0 * (x / w)) :=
    funext fun x => Real.rpow_def_of_pos he0 _
  have key : ∀ x, HasDerivAt (fun x => D * w / Real.log e0 * (expEps e0 w x)⁻¹)
      (D * w / Real.log e0 *
        (-(expEps e0 w x * (Real.log e0 * (1 / w))) / expEps e0 w x ^ 2)) x := by
    intro x
    have h : HasDerivAt (expEps e0 w) (expEps e0 w x * (Real.log e0 * (1 / w))) x := by
      rw [hfun]
      exact (((hasDerivAt_id' x).div_const w).const_mul (Real.log e0)).exp
    exact (h.inv (hp x)).const_mul _
  refine ⟨fun x _ => (key x).continuousAt.continuousWithinAt, fun x _ => ?_⟩
  have hpx := hp x
  refine ⟨(key x).differentiableAt, ?_⟩
  rw [(key x).deriv]
  field_simp
```

Potentials of the kind assumed in the comparison below therefore exist for both profiles.

## Closed forms from end values

Instead of substituting in the integral, the proofs set $D=1$ in these potentials and apply `potential_drop`. The difference of the end values is then the integral.

```lean
/-- For `e0 > 1` and `w > 0`, the reciprocal of the linear permittivity integrates to
`w ln(e0) / (e0 - 1)`. -/
theorem integral_linear {e0 w : ℝ} (he : 1 < e0) (hw : 0 < w) :
    invInt (linEps e0 w) w = w * Real.log e0 / (e0 - 1) := by
  have hc : Continuous (linEps e0 w) := by
    unfold linEps
    fun_prop
  have h := potential_drop hw hc.continuousOn (fun x hx => linEps_pos he hw hx.1)
    (linear_potential he hw 1)
  have h0 : linEps e0 w 0 = 1 := by simp [linEps]
  have h1 : linEps e0 w w = e0 := by
    rw [linEps, mul_div_assoc, div_self hw.ne']
    ring
  simp only [h0, h1, Real.log_one, one_mul] at h
  rw [← h]
  ring

/-- For `e0 > 1` and `w > 0`, the reciprocal of the exponential permittivity integrates to
`w (1 - 1/e0) / ln(e0)`. -/
theorem integral_exponential {e0 w : ℝ} (he : 1 < e0) (hw : 0 < w) :
    invInt (expEps e0 w) w = w * (1 - 1 / e0) / Real.log e0 := by
  have he0 : 0 < e0 := by linarith
  have hc : Continuous (expEps e0 w) :=
    continuous_const.rpow (continuous_id.div_const w) (fun _ => Or.inl he0.ne')
  have h := potential_drop hw hc.continuousOn (fun x _ => Real.rpow_pos_of_pos he0 _)
    (exponential_potential he hw 1)
  have h0 : expEps e0 w 0 = 1 := by simp [expEps]
  have h1 : expEps e0 w w = e0 := by rw [expEps, div_self hw.ne', Real.rpow_one]
  simp only [h0, h1, one_mul] at h
  rw [← h]
  ring
```

## Comparing the drops

With $s=e^{L/2}$ we have $e_0=s^2$, and `key` is the algebraic identity behind the squared hyperbolic sine.

```lean
/-- For `e0 > 1` and `w > 0`, the exponential integral divided by the linear one is
`(sinh y / y)^2` with `y = ln(e0) / 2`. -/
theorem integral_ratio {e0 w : ℝ} (he : 1 < e0) (hw : 0 < w) :
    invInt (expEps e0 w) w / invInt (linEps e0 w) w =
      (Real.sinh (Real.log e0 / 2) / (Real.log e0 / 2)) ^ 2 := by
  have hs : e0 = Real.exp (Real.log e0 / 2) ^ 2 := by
    rw [pow_two, ← Real.exp_add, add_halves, Real.exp_log (by linarith)]
  have key : ∀ s L : ℝ, s ≠ 0 → L ≠ 0 → s ^ 2 - 1 ≠ 0 →
      w * (1 - 1 / s ^ 2) / L / (w * L / (s ^ 2 - 1)) = ((s - s⁻¹) / 2 / (L / 2)) ^ 2 := by
    intro s L h1 h2 h3
    have hw0 : w ≠ 0 := hw.ne'
    field_simp
  have h := key (Real.exp (Real.log e0 / 2)) (Real.log e0) (Real.exp_pos _).ne'
    (Real.log_pos he).ne' (by rw [← hs]; exact (sub_pos.2 he).ne')
  rw [← hs] at h
  rw [integral_linear he hw, integral_exponential he hw, Real.sinh_eq, Real.exp_neg]
  exact h
```

The main theorem takes any potentials `φl` and `φe` for the two profiles with the same $D$. It gives both drops and the strict inequality between their magnitudes. The step `hlt` combines the ratio with $\sinh y>y$; multiplying by $|D|$ finishes the proof. The hypothesis `hD` is needed for strictness, since both drops vanish at $D=0$.

```lean
/-- At equal width `w > 0`, equal end values 1 and `e0 > 1` and equal displacement field `D ≠ 0`,
the linear and exponential permittivities give the two stated potential drops, and the
exponential one is strictly larger in magnitude. -/
theorem switching_changes_drop {e0 w D : ℝ} {φl φe : ℝ → ℝ} (he : 1 < e0) (hw : 0 < w)
    (hD : D ≠ 0) (hl : IsPotential (linEps e0 w) φl w D)
    (hx : IsPotential (expEps e0 w) φe w D) :
    φl 0 - φl w = D * (w * Real.log e0 / (e0 - 1)) ∧
    φe 0 - φe w = D * (w * (1 - 1 / e0) / Real.log e0) ∧
    |φl 0 - φl w| < |φe 0 - φe w| := by
  have he0 : 0 < e0 := by linarith
  have hL := Real.log_pos he
  have hcl : Continuous (linEps e0 w) := by
    unfold linEps
    fun_prop
  have hce : Continuous (expEps e0 w) :=
    continuous_const.rpow (continuous_id.div_const w) (fun _ => Or.inl he0.ne')
  have h1 := potential_drop hw hcl.continuousOn (fun x hx => linEps_pos he hw hx.1) hl
  have h2 := potential_drop hw hce.continuousOn (fun x _ => Real.rpow_pos_of_pos he0 _) hx
  have hpos : 0 < invInt (linEps e0 w) w := by
    rw [integral_linear he hw]
    exact div_pos (mul_pos hw hL) (sub_pos.2 he)
  -- the ratio of the integrals exceeds one because sinh y > y
  have hlt : invInt (linEps e0 w) w < invInt (expEps e0 w) w := by
    have hy : 0 < Real.log e0 / 2 := by linarith
    rw [← one_lt_div hpos, integral_ratio he hw]
    exact one_lt_pow₀ ((one_lt_div hy).2 (Real.self_lt_sinh_iff.2 hy)) two_ne_zero
  refine ⟨by rw [h1, integral_linear he hw], by rw [h2, integral_exponential he hw], ?_⟩
  rw [h1, h2, abs_mul, abs_mul, abs_of_pos hpos, abs_of_pos (hpos.trans hlt)]
  exact mul_lt_mul_of_pos_left hlt (abs_pos.2 hD)
```

The last theorem bounds $\sinh y/y$ below by $y/4$ and then sets $y=\ln(e_0)/2$. Within this planar, charge-free model, no constant bounds the ratio of the exponential drop to the linear one for all $e_0$. The difference in volts does not grow in the same way: by the closed forms above, at fixed $D$ and $w$ both drops, and so their difference, tend to zero as $e_0\to\infty$. Even with $D$ given, the width and the bulk permittivity alone do not determine the drop.

```lean
/-- At fixed width `w > 0`, the exponential integral divided by the linear one grows without
bound as `e0` tends to infinity. -/
theorem ratio_unbounded {w : ℝ} (hw : 0 < w) :
    Tendsto (fun e0 => invInt (expEps e0 w) w / invInt (linEps e0 w) w) atTop atTop := by
  -- sinh y / y is at least y / 4
  have hs : Tendsto (fun y : ℝ => Real.sinh y / y) atTop atTop := by
    have h4 : Tendsto (fun y : ℝ => y / 4) atTop atTop :=
      tendsto_id.atTop_div_const (by norm_num)
    refine tendsto_atTop_mono' atTop ?_ h4
    filter_upwards [eventually_gt_atTop (0 : ℝ)] with y hy
    have h1 := Real.quadratic_le_exp_of_nonneg hy.le
    have h2 : Real.exp (-y) ≤ 1 := Real.exp_le_one_iff.2 (by linarith)
    rw [le_div_iff₀ hy, Real.sinh_eq]
    nlinarith
  have hl : Tendsto (fun e0 : ℝ => Real.log e0 / 2) atTop atTop :=
    Real.tendsto_log_atTop.atTop_div_const (by norm_num)
  refine ((tendsto_pow_atTop two_ne_zero).comp (hs.comp hl)).congr' ?_
  filter_upwards [eventually_gt_atTop (1 : ℝ)] with e0 he
  exact (integral_ratio he hw).symm

end

end DielectricInterface
```

```lean
#print axioms DielectricInterface.switching_changes_drop
#print axioms DielectricInterface.ratio_unbounded
```

```
'DielectricInterface.switching_changes_drop' depends on axioms: [propext, Classical.choice, Quot.sound]
'DielectricInterface.ratio_unbounded' depends on axioms: [propext, Classical.choice, Quot.sound]
```
